# Power solutions of $-u'' + c\,u/r^2 = 0$ for $c > -1/4$: both are square integrable near the origin exactly when $c < 3/4$

## The radial equation and its conventions

Let $r > 0$ be a radial coordinate, $c$ a real coupling and $u(r)$ a real function. The equation is

$$-u''(r) + \frac{c}{r^2}\,u(r) = 0 .$$

It is the zero-energy Schrödinger equation of one particle in the potential $c/r^2$, in units where $\hbar^2/2m = 1$ for the particle mass $m$. In three dimensions $u$ is $r$ times the radial wavefunction, so $u^2\,dr$ is the radial probability weight, and angular momentum $l = 0, 1, 2, \dots$ contributes $c = l(l+1)$. A function is square integrable near the origin when $\int_0^1 u^2\,dr$ is finite. The Wronskian of $u$ and $v$ is $W(u,v) = u v' - u' v$. For $c \ge -1/4$ put

$$q = \sqrt{c + 1/4}, \qquad s_\pm = \tfrac12 \pm q .$$

The condition $c > -1/4$ limits how attractive the potential may be. At $c = -1/4$ the two exponents merge, and below it they become complex, the regime known as fall to the centre.

## Exponents, Wronskian and the threshold $c = 3/4$

The claim is that for $c > -1/4$ both $r^{s_+}$ and $r^{s_-}$ solve the equation, their Wronskian is the nonzero constant $-2q$, and both are square integrable on $(0,1)$ exactly when $c < 3/4$. For $c \ge 3/4$ and real $A$, $B$, the combination $A r^{s_+} + B r^{s_-}$ is square integrable exactly when $B = 0$. For $c = l(l+1)$ both powers are square integrable exactly when $l = 0$.

For a real exponent $s$, $(r^s)'' = s(s-1) r^{s-2}$, so the left side of the equation equals $[c - s(s-1)]\,r^{s-2}$. It vanishes for all $r > 0$ exactly when $s(s-1) = c$. Since

$$(s - s_+)(s - s_-) = (s - \tfrac12)^2 - q^2 = s(s-1) - c ,$$

the roots are $s_+$ and $s_-$.

For real $a$, $b$, $W(r^a, r^b) = b\,r^{a+b-1} - a\,r^{a+b-1} = (b-a)\,r^{a+b-1}$. With $s_+ + s_- = 1$ and $s_- - s_+ = -2q$ this is $-2q$, and $q > 0$ for $c > -1/4$.

The integral $\int_0^1 r^{2s}\,dr$ converges exactly when $2s > -1$. Because $s_+ \ge 1/2$, the power $r^{s_+}$ always passes. For the other, $s_- > -1/2$ means $q < 1$, that is $c + 1/4 < 1$, or $c < 3/4$.

Now let $c \ge 3/4$ and $u = A r^{s_+} + B r^{s_-}$. From $B r^{s_-} = u - A r^{s_+}$ and $(x-y)^2 \le 2x^2 + 2y^2$ for real $x$, $y$,

$$B^2 r^{2s_-} \le 2u^2 + 2A^2 r^{2s_+} .$$

If $u$ were square integrable and $B \ne 0$, then $r^{s_-}$ would be square integrable too, forcing $c < 3/4$. If $B = 0$, then $u^2 = A^2 r^{2s_+}$ is integrable.

For $c = l(l+1)$, $c + 1/4 = (l + 1/2)^2$, so $s_+ = l+1$ and $s_- = -l$. The condition $l(l+1) < 3/4$ holds for $l = 0$ and fails for $l \ge 1$, where $l(l+1) \ge 2$.

## The couplings $c = 5/16$ and $c = 2$

For $c = 5/16$, $q = 3/4$, so $s_+ = 5/4$ and $s_- = -1/4$. Indeed $\tfrac54\cdot\tfrac14 = (-\tfrac14)(-\tfrac54) = \tfrac5{16}$, and $W = -3/2$. The integrals are $\int_0^1 r^{5/2}\,dr = 2/7$ and $\int_0^1 r^{-1/2}\,dr = 2$, so $\sqrt{7/2}\,r^{5/4}$ and $r^{-1/4}/\sqrt2$ are normalised on $(0,1)$. For $c = 2$, which is $l = 1$, the solutions are $r^2$ and $1/r$ with $W = -1 - 2 = -3$, and $\int_\epsilon^1 r^{-2}\,dr = 1/\epsilon - 1$ diverges as the cutoff $\epsilon \to 0$.

## Bearing on self-adjointness

Weyl's limit-point/limit-circle alternative ties this count of square-integrable solutions to the question whether $-d^2/dr^2 + c/r^2$ needs a boundary condition at $r = 0$ to be self-adjoint, and for this one-particle, pure inverse-square model the channel $l = 0$ is the only one among the centrifugal couplings $c = l(l+1)$ on the limit-circle side. The theorems below stop at the explicit real solutions at zero energy: operators, domains, Weyl's alternative itself and the fact that for $c > -1/4$ every solution is a combination $A r^{s_+} + B r^{s_-}$ are not among their conclusions.

## The objects in Lean

```lean
import Mathlib

open MeasureTheory Set Filter Topology

namespace InverseSquarePotential

noncomputable section
```

`SolvesRadial c u` asks for two functions `u'` and `u''` that are, at every $r > 0$, the derivative of `u` and of `u'`, and that satisfy the equation there. Solutions are classical and pointwise, and nothing is demanded at $r \le 0$.

```lean
/-- `u` is twice differentiable on `r > 0` and solves the zero-energy radial equation
`-u'' + c u / r² = 0` there. -/
def SolvesRadial (c : ℝ) (u : ℝ → ℝ) : Prop :=
  ∃ u' u'' : ℝ → ℝ, ∀ r, 0 < r →
    HasDerivAt u (u' r) r ∧ HasDerivAt u' (u'' r) r ∧ -u'' r + c * u r / r ^ 2 = 0
```

`power s` is $r \mapsto r^s$ with a real exponent, and `sPlus c`, `sMinus c` are $s_\pm$. Lean's `Real.sqrt` and `deriv` return $0$ where the true value does not exist, but the theorems use the root only for $c \ge -1/4$ and the Wronskian only at $r > 0$.

```lean
/-- The power function `r ↦ r^s` with real exponent `s`. -/
def power (s : ℝ) : ℝ → ℝ := fun r => r ^ s

/-- The exponent `s₊ = 1/2 + √(c + 1/4)`. -/
def sPlus (c : ℝ) : ℝ := 1 / 2 + Real.sqrt (c + 1 / 4)

/-- The exponent `s₋ = 1/2 - √(c + 1/4)`. -/
def sMinus (c : ℝ) : ℝ := 1 / 2 - Real.sqrt (c + 1 / 4)
```

`wronskian u v r` fixes the sign convention $uv' - u'v$. `SqIntNearZero u` is Lebesgue integrability of $u^2$ over the open interval $(0,1)$ with the flat measure $dr$; behaviour at infinity is not tested.

```lean
/-- The Wronskian `u v' - u' v` at the point `r`. -/
def wronskian (u v : ℝ → ℝ) (r : ℝ) : ℝ := u r * deriv v r - deriv u r * v r

/-- `u` is square integrable near the origin: `u²` is integrable on `(0, 1)`. -/
def SqIntNearZero (u : ℝ → ℝ) : Prop := IntegrableOn (fun r => u r ^ 2) (Ioo (0 : ℝ) 1)
```

## The indicial equation and its roots

The power rule on $r > 0$ comes from Mathlib.

```lean
/-- On `r > 0` the derivative of `r^s` is `s r^(s-1)`. -/
theorem hasDerivAt_power (s : ℝ) {r : ℝ} (hr : 0 < r) :
    HasDerivAt (power s) (s * power (s - 1) r) r :=
  Real.hasDerivAt_rpow_const (Or.inl hr.ne')
```

In `power_solves_iff` the direction from $s(s-1) = c$ to the equation supplies $s r^{s-1}$ and $s(s-1) r^{s-2}$ as the derivatives, rewrites $r^{s-2} = r^s/r^2$ in `e`, and closes by algebra. In the other direction `u'` and `u''` are arbitrary witnesses. Uniqueness of derivatives makes `u'` equal to $s r^{s-1}$ near $r = 1$ (`hev`), hence $u''(1) = s(s-1)$ (`h3`), while the equation at $r = 1$ reads $-u''(1) + c = 0$ (`h4`).

```lean
/-- Indicial equation: `r^s` solves `-u'' + c u / r² = 0` on `r > 0` exactly when
`s (s - 1) = c`. -/
theorem power_solves_iff (c s : ℝ) : SolvesRadial c (power s) ↔ s * (s - 1) = c := by
  constructor
  · rintro ⟨u', u'', h⟩
    -- `u'` agrees with `s r^(s-1)` near `r = 1`, so `u''(1) = s (s - 1)`
    have hev : u' =ᶠ[𝓝 1] fun r => s * power (s - 1) r := by
      filter_upwards [Ioi_mem_nhds (zero_lt_one : (0 : ℝ) < 1)] with r hr
      exact (h r hr).1.unique (hasDerivAt_power s hr)
    have h2 := ((hasDerivAt_power (s - 1) one_pos).const_mul s).congr_of_eventuallyEq hev
    have h3 := (h 1 one_pos).2.1.unique h2
    have h4 := (h 1 one_pos).2.2
    simp only [power, Real.one_rpow, mul_one, one_pow, div_one] at h3 h4
    linarith
  · intro h
    refine ⟨fun r => s * power (s - 1) r, fun r => s * ((s - 1) * power (s - 1 - 1) r),
      fun r hr => ⟨hasDerivAt_power s hr, (hasDerivAt_power (s - 1) hr).const_mul s, ?_⟩⟩
    have e : power (s - 1 - 1) r = power s r / r ^ 2 := by
      unfold power
      rw [Real.rpow_sub_one hr.ne', Real.rpow_sub_one hr.ne', div_div, sq]
    show -(s * ((s - 1) * power (s - 1 - 1) r)) + c * power s r / r ^ 2 = 0
    rw [e, ← h]
    ring
```

In `indicial_roots`, `key` is the factorisation above, obtained from $q^2 = c + 1/4$ (`hq`). The case $c = -1/4$, with the double root $s = 1/2$, is included.

```lean
/-- For `c ≥ -1/4` the roots of the indicial equation `s (s - 1) = c` are exactly
`s₊` and `s₋`. -/
theorem indicial_roots {c : ℝ} (hc : -1 / 4 ≤ c) (s : ℝ) :
    s * (s - 1) = c ↔ s = sPlus c ∨ s = sMinus c := by
  have hq := Real.sq_sqrt (show 0 ≤ c + 1 / 4 by linarith)
  have key : (s - sPlus c) * (s - sMinus c) = s * (s - 1) - c := by
    unfold sPlus sMinus
    linear_combination (-1 : ℝ) * hq
  constructor
  · intro h
    have h0 : (s - sPlus c) * (s - sMinus c) = 0 := by rw [key, h, sub_self]
    rcases mul_eq_zero.1 h0 with h1 | h1
    · left; linarith
    · right; linarith
  · intro h
    have h0 : (s - sPlus c) * (s - sMinus c) = 0 := by
      rcases h with h | h <;> rw [h] <;> simp
    linarith
```

## Wronskian and integrability of powers

`wronskian_power` inserts the power rule and collects exponents.

```lean
/-- On `r > 0` the Wronskian of `r^a` and `r^b` is `(b - a) r^(a+b-1)`. -/
theorem wronskian_power (a b : ℝ) {r : ℝ} (hr : 0 < r) :
    wronskian (power a) (power b) r = (b - a) * r ^ (a + b - 1) := by
  unfold wronskian
  rw [(hasDerivAt_power a hr).deriv, (hasDerivAt_power b hr).deriv]
  unfold power
  rw [Real.rpow_sub_one hr.ne', Real.rpow_sub_one hr.ne', Real.rpow_sub_one hr.ne',
    Real.rpow_add hr]
  ring
```

`sqInt_power_iff` replaces $(r^s)^2$ by $r^{2s}$ on $(0,1)$ and applies Mathlib's `intervalIntegral.integrableOn_Ioo_rpow_iff`, which gives the criterion $2s > -1$.

```lean
/-- `r^s` is square integrable on `(0, 1)` exactly when `s > -1/2`. -/
theorem sqInt_power_iff (s : ℝ) : SqIntNearZero (power s) ↔ -1 / 2 < s := by
  have e : EqOn (fun r => power s r ^ 2) (fun r : ℝ => r ^ (2 * s)) (Ioo 0 1) := by
    intro r hr
    simp only [power]
    rw [two_mul, Real.rpow_add hr.1, sq]
  unfold SqIntNearZero
  rw [integrableOn_congr_fun e measurableSet_Ioo,
    intervalIntegral.integrableOn_Ioo_rpow_iff one_pos]
  constructor <;> intro h <;> linarith
```

`sqInt_exponents` turns both integrability statements into inequalities for $q$. From $0 \le q < 1$ follows $q^2 < 1$, and $q \ge 1$ would give $q^2 \ge 1$, against $c < 3/4$.

```lean
/-- For `c ≥ -1/4`, `r^{s₊}` is square integrable on `(0, 1)`, and the function `r^{s₋}` is so
exactly when `c < 3/4`. -/
theorem sqInt_exponents {c : ℝ} (_hc : -1 / 4 ≤ c) :
    SqIntNearZero (power (sPlus c)) ∧ (SqIntNearZero (power (sMinus c)) ↔ c < 3 / 4) := by
  have hq := Real.sq_sqrt (show 0 ≤ c + 1 / 4 by linarith)
  have h0 := Real.sqrt_nonneg (c + 1 / 4)
  rw [sqInt_power_iff, sqInt_power_iff]
  unfold sPlus sMinus
  refine ⟨by linarith, fun h => by nlinarith, fun h => ?_⟩
  by_contra hn
  have h1 : 1 ≤ Real.sqrt (c + 1 / 4) := by linarith [not_lt.1 hn]
  nlinarith
```

## The theorem for $c > -1/4$

`inverse_square_solutions` has four parts: $r^{s_+}$ solves the equation, $r^{s_-}$ solves it, at every $r > 0$ the Wronskian equals $-2q$ and is nonzero, and joint square integrability is equivalent to $c < 3/4$. The step `e` is $s_+ + s_- - 1 = 0$, which removes the dependence on $r$, and `hpos` is $q > 0$, where the strict inequality on $c$ is used.

```lean
/-- For `c > -1/4` both `r^{s₊}` and `r^{s₋}` solve `-u'' + c u / r² = 0` on `r > 0`, their
Wronskian is the nonzero constant `-2 √(c + 1/4)`, and both are square integrable on `(0, 1)`
exactly when `c < 3/4`. -/
theorem inverse_square_solutions {c : ℝ} (hc : -1 / 4 < c) :
    SolvesRadial c (power (sPlus c)) ∧ SolvesRadial c (power (sMinus c)) ∧
    (∀ r, 0 < r →
      wronskian (power (sPlus c)) (power (sMinus c)) r = -2 * Real.sqrt (c + 1 / 4) ∧
      wronskian (power (sPlus c)) (power (sMinus c)) r ≠ 0) ∧
    (SqIntNearZero (power (sPlus c)) ∧ SqIntNearZero (power (sMinus c)) ↔ c < 3 / 4) := by
  obtain ⟨hP, hM⟩ := sqInt_exponents hc.le
  refine ⟨(power_solves_iff _ _).2 ((indicial_roots hc.le _).2 (Or.inl rfl)),
    (power_solves_iff _ _).2 ((indicial_roots hc.le _).2 (Or.inr rfl)), fun r hr => ?_,
    fun h => hM.1 h.2, fun h => ⟨hP, hM.2 h⟩⟩
  -- the exponents add up to one, so the Wronskian does not depend on `r`
  have e : sPlus c + sMinus c - 1 = 0 := by unfold sPlus sMinus; ring
  have hW : wronskian (power (sPlus c)) (power (sMinus c)) r = -2 * Real.sqrt (c + 1 / 4) := by
    rw [wronskian_power _ _ hr, e, Real.rpow_zero]
    unfold sPlus sMinus
    ring
  have hpos : 0 < Real.sqrt (c + 1 / 4) := Real.sqrt_pos.2 (by linarith)
  refine ⟨hW, ?_⟩
  rw [hW]
  intro h
  linarith
```

## Combinations for $c \ge 3/4$

`sqInt_combination_iff` covers all real $A$, $B$, including the borderline $c = 3/4$, where $s_- = -1/2$. The dominating function $(2u^2 + 2A^2 r^{2s_+})/B^2$ is integrable by `hg`, continuity (`hcont`) gives measurability of $r^{2s_-}$, and `Integrable.mono'` performs the comparison. The hint to `nlinarith` reflects the identity $2u^2 + 2A^2 r^{2s_+} - B^2 r^{2s_-} = (2A r^{s_+} + B r^{s_-})^2$.

```lean
/-- For `c ≥ 3/4` the combination `A r^{s₊} + B r^{s₋}` is square integrable on `(0, 1)`
exactly when `B = 0`. -/
theorem sqInt_combination_iff {c : ℝ} (hc : 3 / 4 ≤ c) (A B : ℝ) :
    SqIntNearZero (fun r => A * power (sPlus c) r + B * power (sMinus c) r) ↔ B = 0 := by
  obtain ⟨hP, hM⟩ := sqInt_exponents (show -1 / 4 ≤ c by linarith)
  constructor
  · intro h
    by_contra hB
    have hcont : ContinuousOn (fun r => power (sMinus c) r ^ 2) (Ioo (0 : ℝ) 1) :=
      fun r hr => ((hasDerivAt_power (sMinus c) hr.1).continuousAt.pow 2).continuousWithinAt
    have hg := ((Integrable.const_mul h 2).add
      (Integrable.const_mul hP (2 * A ^ 2))).div_const (B ^ 2)
    have hB2 : 0 < B ^ 2 := by positivity
    -- `B² r^{2s₋} ≤ 2 u² + 2 A² r^{2s₊}` would make `r^{s₋}` square integrable
    have hsq : SqIntNearZero (power (sMinus c)) := by
      refine Integrable.mono' hg (hcont.aestronglyMeasurable measurableSet_Ioo)
        (Eventually.of_forall fun r => ?_)
      rw [Real.norm_eq_abs, abs_of_nonneg (sq_nonneg _)]
      simp only [Pi.add_apply]
      rw [le_div_iff₀ hB2]
      nlinarith [sq_nonneg (2 * A * power (sPlus c) r + B * power (sMinus c) r)]
    linarith [hM.1 hsq]
  · rintro rfl
    unfold SqIntNearZero
    simp only [zero_mul, add_zero, mul_pow]
    exact Integrable.const_mul hP (A ^ 2)
```

## The centrifugal coupling $c = l(l+1)$

`centrifugal_sqInt_iff` takes $l$ a natural number and states $s_+ = l+1$, $s_- = -l$ and the equivalence with $l = 0$. The step `hs` is $q = l + 1/2$, after which the fourth part of `inverse_square_solutions` reduces the question to $l(l+1) < 3/4$. At $l = 0$ the two powers are $r$ and $1$. The second corresponds to a radial wavefunction $1/r$: square integrability does not exclude it, but the usual condition $u(0) = 0$ for a free particle in three dimensions does.

```lean
/-- For the centrifugal coupling `c = l (l + 1)` the exponents are `l + 1` and `-l`, and both
powers are square integrable on `(0, 1)` exactly when `l = 0`. -/
theorem centrifugal_sqInt_iff (l : ℕ) :
    sPlus ((l : ℝ) * (l + 1)) = l + 1 ∧ sMinus ((l : ℝ) * (l + 1)) = -l ∧
    (SqIntNearZero (power (sPlus ((l : ℝ) * (l + 1)))) ∧
      SqIntNearZero (power (sMinus ((l : ℝ) * (l + 1)))) ↔ l = 0) := by
  have hl : (0 : ℝ) ≤ l := Nat.cast_nonneg l
  have hs : Real.sqrt ((l : ℝ) * (l + 1) + 1 / 4) = l + 1 / 2 := by
    rw [show (l : ℝ) * (l + 1) + 1 / 4 = (l + 1 / 2) ^ 2 by ring]
    exact Real.sqrt_sq (by linarith)
  have hc : -1 / 4 < (l : ℝ) * (l + 1) := by nlinarith
  refine ⟨by unfold sPlus; rw [hs]; ring, by unfold sMinus; rw [hs]; ring, ?_⟩
  rw [(inverse_square_solutions hc).2.2.2]
  constructor
  · intro h
    by_contra hne
    have h1 : (1 : ℝ) ≤ l := by exact_mod_cast Nat.one_le_iff_ne_zero.2 hne
    nlinarith
  · rintro rfl
    norm_num

end

end InverseSquarePotential
```

```lean
#print axioms InverseSquarePotential.inverse_square_solutions
-- 'InverseSquarePotential.inverse_square_solutions' depends on axioms: [propext, Classical.choice, Quot.sound]
#print axioms InverseSquarePotential.sqInt_combination_iff
-- 'InverseSquarePotential.sqInt_combination_iff' depends on axioms: [propext, Classical.choice, Quot.sound]
#print axioms InverseSquarePotential.centrifugal_sqInt_iff
-- 'InverseSquarePotential.centrifugal_sqInt_iff' depends on axioms: [propext, Classical.choice, Quot.sound]
```
